# Ultrasoft operators and densities under a joint change of partial waves, projectors and couplings

## A doubled partial wave

Take an ultrasoft dataset with one partial wave and double both the pseudo wave and its all-electron partner. The space they span is the same, but their pair densities grow by a factor of four. If the projector is left as it was, every orbital's augmentation charge is quadrupled, and the overlap operator changes with it unless these charges all vanish. A mere choice of normalisation has then altered the physics.

The remedy is to transform the projectors and couplings together with the waves. The rule below does this for any invertible mixing, unitary or not.

## The dataset on a grid

Space is a finite grid $X$ with points $x$, and the partial waves carry a finite index $i$. The pseudo waves $\Phi_{xi}$, all-electron waves $\Psi_{xi}$ and projectors $B_{xi}$ are columns of matrices; $D$ is the square matrix of couplings. Inner products are plain sums over grid points, so on a uniform grid the square root of the volume element is included in the stored values.

The augmentation functions and charges are

$$Q_{ij}(x)=\overline{\Psi_{xi}}\,\Psi_{xj}-\overline{\Phi_{xi}}\,\Phi_{xj},\qquad q=\sum_x Q(x).$$

The nonlocal operator is $BDB^H$ and the overlap is $S=1+BqB^H$. An orbital $f$ has projector amplitudes $a=B^Hf$ and augmented density

$$\rho_f(x)=|f(x)|^2+a^HQ(x)\,a .$$

Duality is the condition $B^H\Phi=1$: the projectors read off the coefficients of a combination of pseudo waves.

## What changes and what stays

For an invertible matrix $M$, set

$$\Phi'=\Phi M,\quad \Psi'=\Psi M,\quad B'=B(M^{-1})^H,\quad D'=M^HDM.$$

The theorem `basis_change` says that the new dataset is dual exactly when the old one is, that $Q'(x)=M^HQ(x)M$ and $q'=M^HqM$, and that $BDB^H$, $S$ and $\rho_f(x)$ are unchanged for every $f$ and $x$. Duality is not assumed.

For this finite, single-site model, partial waves may therefore be rescaled or orthogonalised, with projectors and couplings transformed by this rule, without changing the generalised eigenvalue problem of a calculation, provided the local part of the Hamiltonian is kept fixed.

## The derivation

**Augmentation functions.** Since $\Phi'_{xi}=\sum_k\Phi_{xk}M_{ki}$,

$$\overline{\Phi'_{xi}}\,\Phi'_{xj}=\sum_l\sum_k\overline{M_{ki}}\;\overline{\Phi_{xk}}\,\Phi_{xl}\,M_{lj}.$$

The same holds for $\Psi$. Subtraction gives $Q'(x)=M^HQ(x)M$, and summing over $x$ gives $q'=M^HqM$.

**Duality.** From $B'^H=M^{-1}B^H$ follows $B'^H\Phi'=M^{-1}(B^H\Phi)M$. This is the identity exactly when $B^H\Phi$ is.

**Operators.** For any square matrix $A$ of coefficients,

$$B'(M^HAM)B'^H=B\,(M^{-1})^HM^H\,A\,MM^{-1}\,B^H=BAB^H,$$

because $(M^{-1})^HM^H=(MM^{-1})^H=1$. Taking $A=D$ settles the nonlocal operator, and $A=q$ settles $S$.

**Density.** The new amplitudes are $a'=M^{-1}a$, so $Ma'=a$ and

$$a'^HQ'(x)a'=(Ma')^HQ(x)(Ma')=a^HQ(x)a.$$

## Total charge and the all-electron density

Summing the density over the grid gives the total charge, which ultrasoft calculations set to one for a normalised orbital:

$$\sum_x\rho_f(x)=f^Hf+a^Hqa=f^H(1+BqB^H)f=f^HSf.$$

Now assume duality and let $f=\Phi c$ for a coefficient vector $c$. Then $a=B^H\Phi c=c$, and

$$c^HQ(x)c=|(\Psi c)(x)|^2-|(\Phi c)(x)|^2 .$$

Adding $|f(x)|^2=|(\Phi c)(x)|^2$ leaves $\rho_f(x)=|(\Psi c)(x)|^2$, the all-electron density of the same combination.

## Why the projectors mix with the inverse adjoint

Suppose the old projectors are dual, and that $BC$ is dual to $\Phi M$ for some square matrix $C$. Then

$$1=(BC)^H\Phi M=C^H(B^H\Phi)M=C^HM,$$

so $C=(M^{-1})^H$.

The usual construction obeys this rule. Let the columns of $\chi$ be the local functions from which the projectors are built, and let $W=\Phi^H\chi$ be invertible. Physically, no nonzero coefficient vector combines the local functions into something orthogonal to all pseudo waves. With $B=\chi W^{-1}$,

$$B^H\Phi=(W^{-1})^HW^H=(WW^{-1})^H=1.$$

If $\chi$ is mixed by the same $M$ as $\Phi$, then $W$ becomes $M^HWM$, and the new projectors are

$$\chi M(M^HWM)^{-1}=\chi MM^{-1}W^{-1}(M^H)^{-1}=B(M^{-1})^H.$$

## The screened coupling

In a self-consistent calculation the coupling is screened by a local potential $V$: $D$ is replaced by $D+\sum_xV(x)Q(x)$. For fixed $V$ the added term also transforms by congruence, so the same cancellation leaves the screened nonlocal operator unchanged. The file contains no theorem about this operator.

## The Lean file

```lean
import Mathlib

open Matrix

namespace UltrasoftProjectors

noncomputable section

/-- Ultrasoft data on a grid `X`: pseudo waves `phi`, all-electron waves `psi`,
projectors `beta` (all stored as columns) and the coupling matrix `D`. -/
structure Dataset (X n : Type*) where
  phi : Matrix X n ℂ
  psi : Matrix X n ℂ
  beta : Matrix X n ℂ
  D : Matrix n n ℂ

variable {X n : Type*} [Fintype X] [DecidableEq X] [Fintype n] [DecidableEq n]

/-- The projectors are dual to the pseudo waves. -/
def Dataset.IsDual (P : Dataset X n) : Prop := P.betaᴴ * P.phi = 1

/-- Augmentation functions: all-electron minus pseudo pair densities at the point `x`. -/
def Dataset.Q (P : Dataset X n) (x : X) : Matrix n n ℂ :=
  Matrix.of fun i j => star (P.psi x i) * P.psi x j - star (P.phi x i) * P.phi x j

/-- Augmentation charges: the augmentation functions summed over the grid. -/
def Dataset.q (P : Dataset X n) : Matrix n n ℂ := ∑ x, P.Q x

/-- The nonlocal pseudopotential operator. -/
def Dataset.nonlocal (P : Dataset X n) : Matrix X X ℂ := P.beta * P.D * P.betaᴴ

/-- The generalized overlap operator. -/
def Dataset.S (P : Dataset X n) : Matrix X X ℂ := 1 + P.beta * P.q * P.betaᴴ

/-- The augmented density of the orbital `f` at the point `x`. -/
def Dataset.density (P : Dataset X n) (f : X → ℂ) (x : X) : ℂ :=
  star (f x) * f x + star (P.betaᴴ *ᵥ f) ⬝ᵥ (P.Q x *ᵥ (P.betaᴴ *ᵥ f))

/-- Change of partial-wave basis by the matrix `M`. -/
def Dataset.rotate (P : Dataset X n) (M : Matrix n n ℂ) : Dataset X n where
  phi := P.phi * M
  psi := P.psi * M
  beta := P.beta * (M⁻¹)ᴴ
  D := Mᴴ * P.D * M

omit [Fintype X] [DecidableEq X] in
/-- The augmentation functions transform by congruence at each grid point. -/
theorem Q_rotate (P : Dataset X n) (M : Matrix n n ℂ) (x : X) :
    (P.rotate M).Q x = Mᴴ * P.Q x * M := by
  ext i j
  -- a single pair density, expanded in the old waves
  have key : ∀ v : Matrix X n ℂ, star ((v * M) x i) * (v * M) x j
      = ∑ l, (∑ k, star (M k i) * (star (v x k) * v x l)) * M l j := by
    intro v
    rw [Matrix.mul_apply, Matrix.mul_apply, star_sum, Finset.mul_sum]
    refine Finset.sum_congr rfl fun l _ => ?_
    rw [Finset.sum_mul, Finset.sum_mul]
    refine Finset.sum_congr rfl fun k _ => ?_
    rw [star_mul']
    ring
  change star ((P.psi * M) x i) * (P.psi * M) x j
    - star ((P.phi * M) x i) * (P.phi * M) x j = _
  rw [key P.psi, key P.phi, ← Finset.sum_sub_distrib, Matrix.mul_apply]
  refine Finset.sum_congr rfl fun l _ => ?_
  rw [Matrix.mul_apply, ← sub_mul, ← Finset.sum_sub_distrib]
  congr 1
  refine Finset.sum_congr rfl fun k _ => ?_
  simp only [Matrix.conjTranspose_apply, Dataset.Q, Matrix.of_apply]
  ring

omit [Fintype X] [DecidableEq X] in
/-- An operator built from projectors and a coefficient matrix `A` is unchanged when the
projectors transform with the inverse adjoint of `M` and `A` by congruence. -/
theorem sandwich_invariant (B : Matrix X n ℂ) (A M : Matrix n n ℂ) (hM : IsUnit M.det) :
    (B * (M⁻¹)ᴴ) * (Mᴴ * A * M) * (B * (M⁻¹)ᴴ)ᴴ = B * A * Bᴴ := by
  have h1 : M * M⁻¹ = 1 := Matrix.mul_nonsing_inv M hM
  have h2 : (M⁻¹)ᴴ * Mᴴ = 1 := by
    rw [← Matrix.conjTranspose_mul, h1, Matrix.conjTranspose_one]
  calc _ = B * ((M⁻¹)ᴴ * Mᴴ) * A * (M * M⁻¹) * Bᴴ := by
        simp only [Matrix.conjTranspose_mul, Matrix.conjTranspose_conjTranspose,
          Matrix.mul_assoc]
    _ = B * A * Bᴴ := by simp only [h1, h2, Matrix.mul_one]

/-- The quadratic form of a congruent matrix is the original form at the mapped vector. -/
theorem form_congruence {m k : Type*} [Fintype m] [Fintype k]
    (M : Matrix m k ℂ) (A : Matrix m m ℂ) (c : k → ℂ) :
    star c ⬝ᵥ ((Mᴴ * A * M) *ᵥ c) = star (M *ᵥ c) ⬝ᵥ (A *ᵥ (M *ᵥ c)) := by
  rw [Matrix.star_mulVec, ← Matrix.dotProduct_mulVec]
  simp only [Matrix.mulVec_mulVec, Matrix.mul_assoc]

/-- Under an invertible change of partial-wave basis duality is kept, `Q` and `q` transform by
congruence, and the nonlocal operator, the overlap and all augmented densities are unchanged. -/
theorem basis_change (P : Dataset X n) (M : Matrix n n ℂ) (hM : IsUnit M.det) :
    ((P.rotate M).IsDual ↔ P.IsDual) ∧
    (∀ x, (P.rotate M).Q x = Mᴴ * P.Q x * M) ∧
    (P.rotate M).q = Mᴴ * P.q * M ∧
    (P.rotate M).nonlocal = P.nonlocal ∧
    (P.rotate M).S = P.S ∧
    ∀ f x, (P.rotate M).density f x = P.density f x := by
  have h1 : M * M⁻¹ = 1 := Matrix.mul_nonsing_inv M hM
  have h2 : M⁻¹ * M = 1 := Matrix.nonsing_inv_mul M hM
  have hq : (P.rotate M).q = Mᴴ * P.q * M := by
    simp only [Dataset.q, Q_rotate, Finset.mul_sum, Finset.sum_mul]
  refine ⟨?_, Q_rotate P M, hq, sandwich_invariant P.beta P.D M hM, ?_, ?_⟩
  · -- the overlap of projectors and waves changes by a similarity
    have h3 : (P.rotate M).betaᴴ * (P.rotate M).phi = M⁻¹ * (P.betaᴴ * P.phi) * M := by
      simp only [Dataset.rotate, Matrix.conjTranspose_mul,
        Matrix.conjTranspose_conjTranspose, Matrix.mul_assoc]
    unfold Dataset.IsDual
    rw [h3]
    generalize P.betaᴴ * P.phi = G
    constructor
    · intro h
      calc G = (M * M⁻¹) * G * (M * M⁻¹) := by rw [h1, Matrix.one_mul, Matrix.mul_one]
        _ = M * (M⁻¹ * G * M) * M⁻¹ := by simp only [Matrix.mul_assoc]
        _ = 1 := by rw [h, Matrix.mul_one, h1]
    · intro h
      rw [h, Matrix.mul_one, h2]
  · unfold Dataset.S
    rw [hq]
    exact congrArg (fun A => 1 + A) (sandwich_invariant P.beta P.q M hM)
  · intro f x
    -- `M` maps the new projector amplitudes to the old ones
    have amp : M *ᵥ ((P.rotate M).betaᴴ *ᵥ f) = P.betaᴴ *ᵥ f := by
      change M *ᵥ ((P.beta * (M⁻¹)ᴴ)ᴴ *ᵥ f) = _
      rw [Matrix.mulVec_mulVec, Matrix.conjTranspose_mul,
        Matrix.conjTranspose_conjTranspose, ← Matrix.mul_assoc, h1, Matrix.one_mul]
    unfold Dataset.density
    rw [Q_rotate, form_congruence, amp]

omit [DecidableEq X] in
/-- If mixing dual projectors by `C` makes them dual to the waves mixed by `M`, then `C` is
the inverse adjoint of `M`. -/
theorem projector_mixing_unique (P : Dataset X n) (hP : P.IsDual) (M C : Matrix n n ℂ)
    (h : (P.beta * C)ᴴ * (P.phi * M) = 1) : C = (M⁻¹)ᴴ := by
  have hC : Cᴴ * M = 1 := by
    calc Cᴴ * M = Cᴴ * (P.betaᴴ * P.phi) * M := by
          rw [show P.betaᴴ * P.phi = 1 from hP, Matrix.mul_one]
      _ = (P.beta * C)ᴴ * (P.phi * M) := by
          simp only [Matrix.conjTranspose_mul, Matrix.mul_assoc]
      _ = 1 := h
  rw [Matrix.inv_eq_left_inv hC, Matrix.conjTranspose_conjTranspose]

/-- Projectors built from local functions `chi` and pseudo waves `phi`. -/
def projectors (phi chi : Matrix X n ℂ) : Matrix X n ℂ := chi * (phiᴴ * chi)⁻¹

omit [DecidableEq X] in
/-- When the matrix of overlaps between `phi` and `chi` is invertible, the constructed projectors
are dual to `phi`, and mixing `phi` and `chi` by `M` mixes them by the inverse adjoint of `M`. -/
theorem projectors_dual_and_covariant (phi chi : Matrix X n ℂ) (M : Matrix n n ℂ)
    (h : IsUnit (phiᴴ * chi).det) (hM : IsUnit M.det) :
    (projectors phi chi)ᴴ * phi = 1 ∧
    projectors (phi * M) (chi * M) = projectors phi chi * (M⁻¹)ᴴ := by
  constructor
  · have e : chiᴴ * phi = (phiᴴ * chi)ᴴ := by
      rw [Matrix.conjTranspose_mul, Matrix.conjTranspose_conjTranspose]
    unfold projectors
    rw [Matrix.conjTranspose_mul, Matrix.mul_assoc, e, ← Matrix.conjTranspose_mul,
      Matrix.mul_nonsing_inv _ h, Matrix.conjTranspose_one]
  · have e : (phi * M)ᴴ * (chi * M) = Mᴴ * ((phiᴴ * chi) * M) := by
      simp only [Matrix.conjTranspose_mul, Matrix.mul_assoc]
    unfold projectors
    rw [e, Matrix.mul_inv_rev, Matrix.mul_inv_rev, Matrix.conjTranspose_nonsing_inv]
    calc _ = chi * (M * M⁻¹) * (phiᴴ * chi)⁻¹ * (Mᴴ)⁻¹ := by
          simp only [Matrix.mul_assoc]
      _ = _ := by rw [Matrix.mul_nonsing_inv M hM, Matrix.mul_one]

omit [DecidableEq n] in
/-- The augmented density of `f` summed over the grid is the quadratic form of the overlap `S` at
`f`. -/
theorem sum_density (P : Dataset X n) (f : X → ℂ) :
    ∑ x, P.density f x = star f ⬝ᵥ (P.S *ᵥ f) := by
  have h := form_congruence P.betaᴴ P.q f
  rw [Matrix.conjTranspose_conjTranspose] at h
  -- the quadratic form is additive in its matrix
  let g : Matrix n n ℂ →+ ℂ :=
    { toFun := fun A => star (P.betaᴴ *ᵥ f) ⬝ᵥ (A *ᵥ (P.betaᴴ *ᵥ f))
      map_zero' := by simp
      map_add' := fun A B => by rw [Matrix.add_mulVec, dotProduct_add] }
  have hg : g P.q = ∑ x, g (P.Q x) := map_sum g _ _
  unfold Dataset.S
  rw [Matrix.add_mulVec, Matrix.one_mulVec, dotProduct_add, h]
  unfold Dataset.density
  rw [Finset.sum_add_distrib]
  exact congrArg (fun z => star f ⬝ᵥ f + z) hg.symm

omit [DecidableEq X] in
/-- With dual projectors, the augmented density of a combination of pseudo waves is the density of
the same combination of all-electron waves. -/
theorem density_reconstruction (P : Dataset X n) (hP : P.IsDual) (c : n → ℂ) (x : X) :
    P.density (P.phi *ᵥ c) x = star ((P.psi *ᵥ c) x) * (P.psi *ᵥ c) x := by
  have key : ∀ v : Matrix X n ℂ, star ((v *ᵥ c) x) * (v *ᵥ c) x
      = ∑ i, star (c i) * ∑ j, (star (v x i) * v x j) * c j := by
    intro v
    change star (∑ i, v x i * c i) * (∑ j, v x j * c j) = _
    rw [star_sum, Finset.sum_mul]
    refine Finset.sum_congr rfl fun i _ => ?_
    rw [Finset.mul_sum, Finset.mul_sum]
    refine Finset.sum_congr rfl fun j _ => ?_
    rw [star_mul']
    ring
  have hQ : star c ⬝ᵥ (P.Q x *ᵥ c) = ∑ i, star (c i) *
      ∑ j, (star (P.psi x i) * P.psi x j - star (P.phi x i) * P.phi x j) * c j := rfl
  unfold Dataset.density
  -- duality returns the expansion coefficients
  rw [Matrix.mulVec_mulVec, show P.betaᴴ * P.phi = 1 from hP, Matrix.one_mulVec, hQ,
    key P.psi, key P.phi]
  simp only [sub_mul, mul_sub, Finset.sum_sub_distrib]
  ring

/-- Two partial waves on a grid of three points. -/
def sample : Dataset (Fin 3) (Fin 2) where
  phi := !![1, 0; 0, 1; 1, 1]
  psi := !![2, 0; 0, 1; 1, 1]
  beta := !![1, 0; 0, 1; 0, 0]
  D := !![1, 2; 2, 3]

/-- The sample data are dual and their first diagonal augmentation charge is 3; the matrix shown has
an invertible determinant. -/
theorem sample_witness : sample.IsDual ∧ sample.q 0 0 = 3 ∧
    IsUnit (!![1, 1; 0, 2] : Matrix (Fin 2) (Fin 2) ℂ).det := by
  refine ⟨?_, ?_, ?_⟩
  · unfold Dataset.IsDual
    ext i j
    fin_cases i <;> fin_cases j <;>
      simp [sample, Matrix.mul_apply, Fin.sum_univ_succ]
  · have h2 : (starRingEnd ℂ) 2 = 2 := by
      rw [show (2 : ℂ) = ((2 : ℝ) : ℂ) by norm_num, Complex.conj_ofReal]
    simp [Dataset.q, Dataset.Q, sample, Matrix.sum_apply, Fin.sum_univ_succ]
    rw [h2]
    norm_num
  · simp [Matrix.det_fin_two]

end

end UltrasoftProjectors
```

```lean
#print axioms UltrasoftProjectors.basis_change
#print axioms UltrasoftProjectors.projectors_dual_and_covariant
#print axioms UltrasoftProjectors.sum_density
#print axioms UltrasoftProjectors.density_reconstruction
```

```
'UltrasoftProjectors.basis_change' depends on axioms: [propext, Classical.choice, Quot.sound]
'UltrasoftProjectors.projectors_dual_and_covariant' depends on axioms: [propext, Classical.choice, Quot.sound]
'UltrasoftProjectors.sum_density' depends on axioms: [propext, Classical.choice, Quot.sound]
'UltrasoftProjectors.density_reconstruction' depends on axioms: [propext, Classical.choice, Quot.sound]
```

## How the Lean objects correspond to the physics

A `Dataset X n` holds $\Phi$, $\Psi$, $B$ and $D$ as `phi`, `psi`, `beta` and `D`; the first index of a wave is the grid point. `P.rotate M` is the transformed dataset, although `M` need not be a rotation. Its invertibility is the hypothesis `IsUnit M.det`. The superscript `ᴴ` is the conjugate transpose, `*ᵥ` applies a matrix to a vector, and `star a ⬝ᵥ b` is $a^Hb$. The density has type `ℂ`, although its values are real.

The waves are arbitrary complex arrays. They need not solve a radial equation or agree outside a core radius, and $D$ need not be Hermitian. Nothing is claimed about the positivity of $S$. The augmentation functions are exact differences of pair densities, so the smoothed versions common in plane-wave codes are not covered, nor are sums over several atoms.

## How the proof follows the algebra

`Q_rotate` works entry by entry. Its local statement `key` is the double-sum expansion for an arbitrary wave matrix `v`, used once for `psi` and once for `phi`; the sums are then subtracted term by term.

`sandwich_invariant` is the operator cancellation for a general `A`: reassociation brings each factor of `M` next to its inverse, and `h1` and `h2` remove the pairs. `form_congruence` moves `M` from the matrix to the vector in a quadratic form.

`basis_change` assembles these results. For duality, `h3` is the similarity relation; one direction undoes it by multiplying by `M` and its inverse, and the other substitutes the identity and cancels. For the density, `amp` is the identity $Ma'=a$, after which `Q_rotate` and `form_congruence` finish the argument.

In `sum_density`, the quadratic form at fixed amplitudes is packaged as an additive map `g`, so that `map_sum` carries it through the grid sum. `density_reconstruction` uses duality to replace the amplitudes by `c`, then expands both densities as double sums. `projector_mixing_unique` derives $C^HM=1$ and reads off the inverse; invertibility of `M` is a consequence here. `projectors_dual_and_covariant` follows the two calculations with $W$, reversing the order of the factors with `Matrix.mul_inv_rev`.

Finally, `sample_witness` checks a dual dataset with two waves on three points and an invertible `M`. This `M` has determinant 2, so it is not unitary. The first all-electron wave of the dataset has squared norm 5 and its pseudo partner 2, which gives the charge $q_{00}=3$. Dividing these two partners by $\sqrt5$ normalises the all-electron wave, and multiplying the first projector by $\sqrt5$ keeps duality. The unit charge of the all-electron wave then splits into $2/5$ from the pseudo wave and $3/5$ from augmentation.
